# Eigenvectors of the finite-difference box and a fourth-order error bound for its Richardson-extrapolated levels

A particle in a box with hard walls at x = 0 and x = L has the Hamiltonian −d²/dx², in units where ħ²/2m = 1. A standing wave sin(qx) with q = kπ/L, where k is a positive integer, then has energy q². The grid has N interior points and spacing h = L/(N+1). Vector components are numbered i = 0, …, N−1, and component i belongs to the point x = (i+1)h. All quantities are real.

In Lean 4 with Mathlib:

```lean
import Mathlib

open Matrix

namespace FiniteDifferenceBox

noncomputable section
```

Replacing the second derivative by a second difference turns the Hamiltonian into an N×N matrix with 2/h² on the diagonal and −1/h² beside it. In `fdBox` the three conditions on `i.val` and `j.val` pick out the diagonal and its two neighbours. The spacing is a free argument, meant to be nonzero, and becomes L/(N+1) only when the box is specified.

```lean
/-- The finite-difference form of `-d²/dx²` on `N` interior grid points with hard walls:
`tridiag(-1, 2, -1) / h²`, for spacing `h ≠ 0`. -/
def fdBox (N : ℕ) (h : ℝ) : Matrix (Fin N) (Fin N) ℝ :=
  Matrix.of fun i j =>
    ((if i.val = j.val then 2 else 0) - (if i.val + 1 = j.val then 1 else 0)
      - (if j.val + 1 = i.val then 1 else 0)) / h ^ 2
```

The candidate eigenvector is the continuum standing wave read off at the grid points, without normalisation:

v_i = sin(q(i+1)h).

```lean
/-- The standing wave of wave number `q` sampled at the interior grid points `h, 2h, ..., Nh`. -/
def fdMode (N : ℕ) (q h : ℝ) : Fin N → ℝ :=
  fun j => Real.sin (q * ((j.val + 1 : ℕ) : ℝ) * h)
```

Its energy on the grid will turn out to be

λ(h) = (2 − 2 cos(qh))/h².

```lean
/-- The finite-difference level `(2 - 2 cos(qh)) / h²`, for spacing `h ≠ 0`. -/
def fdLevel (q h : ℝ) : ℝ := (2 - 2 * Real.cos (q * h)) / h ^ 2
```

Richardson extrapolation combines the levels at spacings h and h/2 so that an error proportional to h² cancels:

R(h) = (4λ(h/2) − λ(h))/3.

```lean
/-- The Richardson combination of the levels at spacings `h` and `h/2`, for `h ≠ 0`. -/
def richardson (q h : ℝ) : ℝ := (4 * fdLevel q (h / 2) - fdLevel q h) / 3
```

## The sampled sine is an eigenvector

Let f be a function on all grid points, walls included, with f(0) = f(N+1) = 0. Row i of the matrix, applied to the interior values of f, gives

(2f(i+1) − f(i) − f(i+2))/h².

In the first row the matrix has no entry for the left neighbour, and in the last row none for the right one. The formula still holds there, because the missing values are the zeros at the walls. For N = 1 both neighbours are walls.

The proof writes the row as a sum of three terms, each of which selects one grid point. The steps `h2` and `h3` treat the right and left neighbours, including the case where the neighbour is a wall.

```lean
/-- On a grid function that vanishes at both walls, the matrix acts as minus the second difference
divided by `h²`. -/
theorem fdBox_mulVec {N : ℕ} (h : ℝ) (f : ℕ → ℝ) (h0 : f 0 = 0) (hN : f (N + 1) = 0)
    (i : Fin N) :
    (fdBox N h *ᵥ fun j => f (j.val + 1)) i
      = (2 * f (i.val + 1) - f i.val - f (i.val + 2)) / h ^ 2 := by
  obtain ⟨i, hi⟩ := i
  let g : ℕ → ℝ := fun m => (if i = m then 2 * f (m + 1) / h ^ 2 else 0)
    - (if i + 1 = m then f (m + 1) / h ^ 2 else 0)
    - (if m + 1 = i then f (m + 1) / h ^ 2 else 0)
  have hg : (fdBox N h *ᵥ fun j => f (j.val + 1)) ⟨i, hi⟩ = ∑ j : Fin N, g j.val := by
    simp only [Matrix.mulVec, dotProduct]
    refine Finset.sum_congr rfl fun j _ => ?_
    simp only [fdBox, Matrix.of_apply, g]
    split_ifs <;> ring
  -- the right neighbour, which may be the wall
  have h2 : (if i + 1 ∈ Finset.range N then f (i + 1 + 1) / h ^ 2 else 0)
      = f (i + 2) / h ^ 2 := by
    split_ifs with hm
    · rfl
    · have e : i + 2 = N + 1 := by
        rw [Finset.mem_range] at hm
        omega
      rw [e, hN, zero_div]
  -- the left neighbour, which may be the wall
  have h3 : ∑ m ∈ Finset.range N, (if m + 1 = i then f (m + 1) / h ^ 2 else 0)
      = f i / h ^ 2 := by
    cases i with
    | zero => simp [h0]
    | succ p =>
      simp only [Nat.add_right_cancel_iff]
      rw [Finset.sum_ite_eq', if_pos (Finset.mem_range.2 (by omega))]
  rw [hg, Fin.sum_univ_eq_sum_range g N]
  simp only [g]
  rw [Finset.sum_sub_distrib, Finset.sum_sub_distrib, Finset.sum_ite_eq, Finset.sum_ite_eq,
    h2, h3, if_pos (Finset.mem_range.2 hi)]
  ring
```

Now take f(m) = sin(qmh) with q = kπ/L and 1 ≤ k ≤ N. It vanishes at both walls, since q(N+1)h = kπ. With θ = q(i+1)h, the addition formulas give

sin(θ − qh) + sin(θ + qh) = 2 sin θ cos(qh),

so row i of the matrix, applied to the vector, gives

(2 sin θ − 2 sin θ cos(qh))/h² = λ(h) sin θ.

The vector is not zero, because its first component is sin(kπ/(N+1)), the sine of an angle strictly between 0 and π.

The theorem states both facts for L > 0: the vector differs from zero, and the matrix multiplies it by `fdLevel`. Its proof follows the same route. Once the value at the right wall is known, q and h are treated as arbitrary numbers, and `Real.sin_sub` and `Real.sin_add` finish the calculation. The theorem does not say that these N levels exhaust the spectrum of the matrix.

```lean
/-- For `1 ≤ k ≤ N` the sampled sine with `q = kπ/L` is a nonzero eigenvector of the
finite-difference box, with eigenvalue `(2 - 2 cos(qh)) / h²` and `h = L/(N+1)`. -/
theorem fdMode_eigenvector {N k : ℕ} {L : ℝ} (hL : 0 < L) (hk : 1 ≤ k) (hkN : k ≤ N) :
    fdMode N (k * Real.pi / L) (L / (N + 1)) ≠ 0 ∧
    fdBox N (L / (N + 1)) *ᵥ fdMode N (k * Real.pi / L) (L / (N + 1))
      = fdLevel (k * Real.pi / L) (L / (N + 1)) • fdMode N (k * Real.pi / L) (L / (N + 1)) := by
  have hk0 : (0 : ℝ) < k := by exact_mod_cast hk
  have hkN' : (k : ℝ) < N + 1 := by exact_mod_cast Nat.lt_succ_of_le hkN
  have hpi := Real.pi_pos
  constructor
  · -- the first component is the sine of an angle strictly between 0 and π
    intro hz
    have h1 := congrFun hz ⟨0, by omega⟩
    have e : k * Real.pi / L * ((0 + 1 : ℕ) : ℝ) * (L / (N + 1)) = k * Real.pi / (N + 1) := by
      rw [zero_add, Nat.cast_one, mul_one]
      field_simp
    simp only [fdMode, Pi.zero_apply] at h1
    rw [e] at h1
    have hlt : k * Real.pi / (N + 1) < Real.pi := by
      rw [div_lt_iff₀ (by positivity)]
      nlinarith [mul_lt_mul_of_pos_right hkN' hpi]
    exact (Real.sin_pos_of_pos_of_lt_pi (by positivity) hlt).ne' h1
  · have hN : Real.sin (k * Real.pi / L * ((N + 1 : ℕ) : ℝ) * (L / (N + 1))) = 0 := by
      have e : k * Real.pi / L * ((N + 1 : ℕ) : ℝ) * (L / (N + 1)) = k * Real.pi := by
        push_cast
        field_simp
      rw [e, Real.sin_nat_mul_pi]
    generalize (k * Real.pi / L : ℝ) = q at *
    generalize (L / (N + 1) : ℝ) = h at *
    ext i
    have key := fdBox_mulVec h (fun m : ℕ => Real.sin (q * (m : ℝ) * h)) (by simp) hN i
    refine key.trans ?_
    simp only [Pi.smul_apply, smul_eq_mul, fdMode, fdLevel]
    -- both neighbours by the addition formulas
    have h1 : q * (i.val : ℝ) * h = q * ((i.val + 1 : ℕ) : ℝ) * h - q * h := by
      push_cast
      ring
    have h2 : q * ((i.val + 2 : ℕ) : ℝ) * h = q * ((i.val + 1 : ℕ) : ℝ) * h + q * h := by
      push_cast
      ring
    rw [h1, h2, Real.sin_sub, Real.sin_add]
    ring
```

## The grid error of a level

Both cos(qh) and h² are unchanged under h → −h, hence λ(−h) = λ(h). An expansion of the level in the spacing therefore contains only even powers of h.

```lean
/-- The finite-difference level is an even function of the spacing. -/
theorem fdLevel_even (q h : ℝ) : fdLevel q (-h) = fdLevel q h := by
  simp [fdLevel]
```

To bound the error at finite h, one needs inequalities for the cosine. They come from integrating simpler ones: if f(0) = 0 and f′(x) ≥ 0 for all x ≥ 0, then f(x) ≥ 0 for all x ≥ 0. The lemma obtains this from the monotonicity of f.

```lean
/-- A function that starts at zero and has nonnegative slope on `x ≥ 0` is nonnegative there. -/
theorem nonneg_of_slope {f f' : ℝ → ℝ} (hf : ∀ x, HasDerivAt f (f' x) x) (h0 : f 0 = 0)
    (h : ∀ x, 0 ≤ x → 0 ≤ f' x) (x : ℝ) (hx : 0 ≤ x) : 0 ≤ f x := by
  have hm : MonotoneOn f (Set.Ici 0) := monotoneOn_of_deriv_nonneg (convex_Ici 0)
    (fun y _ => (hf y).continuousAt.continuousWithinAt)
    (fun y _ => (hf y).differentiableAt.differentiableWithinAt)
    (fun y hy => by
      rw [(hf y).deriv]
      exact h y (interior_subset hy))
  have := hm (Set.mem_Ici.2 le_rfl) (Set.mem_Ici.2 hx) hx
  rwa [h0] at this
```

Start from cos x ≥ 1 − x²/2 and integrate from 0 four times. For x ≥ 0 this gives in turn

sin x ≥ x − x³/6,

cos x ≤ 1 − x²/2 + x⁴/24,

sin x ≤ x − x³/6 + x⁵/120,

cos x ≥ 1 − x²/2 + x⁴/24 − x⁶/720.

These are the steps `s3`, `c4`, `s5` and `c6`, each an application of the previous lemma to the difference of the two sides. The two cosine bounds extend to negative x because they involve only even functions.

```lean
/-- The Taylor polynomial of order four bounds the cosine from above, and that of order six
bounds it from below. -/
theorem cos_taylor (x : ℝ) :
    Real.cos x ≤ 1 - x ^ 2 / 2 + x ^ 4 / 24 ∧
    1 - x ^ 2 / 2 + x ^ 4 / 24 - x ^ 6 / 720 ≤ Real.cos x := by
  have m : ∀ (n : ℕ) (c x : ℝ), HasDerivAt (fun y : ℝ => y ^ (n + 1) / c)
      (((n : ℝ) + 1) * x ^ n / c) x := fun n c x =>
    ((hasDerivAt_pow (n + 1) x).div_const c).congr_deriv (by simp)
  -- integrate the inequality cos x ≥ 1 - x²/2 four times
  have s3 : ∀ x : ℝ, 0 ≤ x → 0 ≤ Real.sin x - (x - x ^ 3 / 6) :=
    nonneg_of_slope (f' := fun x => Real.cos x - (1 - x ^ 2 / 2))
      (fun x => ((Real.hasDerivAt_sin x).fun_sub ((hasDerivAt_id' x).fun_sub
        (m 2 6 x))).congr_deriv (by push_cast; ring))
      (by simp) (fun x _ => sub_nonneg.2 (Real.one_sub_sq_div_two_le_cos))
  have c4 : ∀ x : ℝ, 0 ≤ x → 0 ≤ 1 - x ^ 2 / 2 + x ^ 4 / 24 - Real.cos x :=
    nonneg_of_slope (f' := fun x => Real.sin x - (x - x ^ 3 / 6))
      (fun x => ((((hasDerivAt_const x (1 : ℝ)).fun_sub (m 1 2 x)).fun_add
        (m 3 24 x)).fun_sub (Real.hasDerivAt_cos x)).congr_deriv (by push_cast; ring))
      (by simp) s3
  have s5 : ∀ x : ℝ, 0 ≤ x → 0 ≤ x - x ^ 3 / 6 + x ^ 5 / 120 - Real.sin x :=
    nonneg_of_slope (f' := fun x => 1 - x ^ 2 / 2 + x ^ 4 / 24 - Real.cos x)
      (fun x => ((((hasDerivAt_id' x).fun_sub (m 2 6 x)).fun_add
        (m 4 120 x)).fun_sub (Real.hasDerivAt_sin x)).congr_deriv (by push_cast; ring))
      (by simp) c4
  have c6 : ∀ x : ℝ, 0 ≤ x →
      0 ≤ Real.cos x - (1 - x ^ 2 / 2 + x ^ 4 / 24 - x ^ 6 / 720) :=
    nonneg_of_slope (f' := fun x => x - x ^ 3 / 6 + x ^ 5 / 120 - Real.sin x)
      (fun x => ((Real.hasDerivAt_cos x).fun_sub ((((hasDerivAt_const x (1 : ℝ)).fun_sub
        (m 1 2 x)).fun_add (m 3 24 x)).fun_sub (m 5 720 x))).congr_deriv (by push_cast; ring))
      (by simp) s5
  -- negative arguments by evenness
  rcases le_total 0 x with hx | hx
  · exact ⟨by linarith [c4 x hx], by linarith [c6 x hx]⟩
  · have hx' : 0 ≤ -x := by linarith
    have a4 := c4 (-x) hx'
    have a6 := c6 (-x) hx'
    rw [Real.cos_neg] at a4 a6
    exact ⟨by linarith, by linarith⟩
```

Set x = qh. The cosine bounds become

x² − x⁴/12 ≤ 2 − 2 cos x ≤ x² − x⁴/12 + x⁶/360.

Dividing by h² gives

0 ≤ λ(h) − q² + q⁴h²/12 ≤ q⁶h⁴/360.

The grid thus shifts the level by −q⁴h²/12, up to a remainder of fourth order in h. The proof multiplies each inequality by h² > 0 instead of dividing, after which `linarith` compares the two sides. The result holds for every real q and every h ≠ 0, not only for the wave numbers of the box.

```lean
/-- The finite-difference level equals `q² - q⁴h²/12` up to an error between `0` and
`q⁶h⁴/360`. -/
theorem fdLevel_error (q : ℝ) {h : ℝ} (hh : h ≠ 0) :
    0 ≤ fdLevel q h - q ^ 2 + q ^ 4 * h ^ 2 / 12 ∧
    fdLevel q h - q ^ 2 + q ^ 4 * h ^ 2 / 12 ≤ q ^ 6 * h ^ 4 / 360 := by
  have hp : 0 < h ^ 2 := by positivity
  have e : fdLevel q h * h ^ 2 = 2 - 2 * Real.cos (q * h) := div_mul_cancel₀ _ hp.ne'
  obtain ⟨h4, h6⟩ := cos_taylor (q * h)
  constructor
  · refine le_of_mul_le_mul_right ?_ hp
    linarith
  · refine le_of_mul_le_mul_right ?_ hp
    linarith
```

## Cancelling the second-order error

Call the remainder e(h) = λ(h) − q² + q⁴h²/12. In the Richardson combination the h² terms cancel, because 4(h/2)² = h², and what is left is

R(h) − q² = (4e(h/2) − e(h))/3.

The previous bound gives 0 ≤ e(h) ≤ q⁶h⁴/360 and 0 ≤ e(h/2) ≤ q⁶h⁴/5760. Taking the worst case on each side,

−q⁶h⁴/1080 ≤ R(h) − q² ≤ q⁶h⁴/4320,

and in particular |R(h) − q²| ≤ q⁶h⁴/1080. The proof applies `fdLevel_error` at h and at h/2 and combines the four inequalities linearly.

```lean
/-- The Richardson value differs from the continuum value `q²` by an error between
`-q⁶h⁴/1080` and `q⁶h⁴/4320`. -/
theorem richardson_error (q : ℝ) {h : ℝ} (hh : h ≠ 0) :
    -(q ^ 6 * h ^ 4 / 1080) ≤ richardson q h - q ^ 2 ∧
    richardson q h - q ^ 2 ≤ q ^ 6 * h ^ 4 / 4320 := by
  -- the terms of order h² cancel between the two grids
  obtain ⟨a1, a2⟩ := fdLevel_error q hh
  obtain ⟨b1, b2⟩ := fdLevel_error q (div_ne_zero hh two_ne_zero)
  unfold richardson
  constructor <;> linarith

end

end FiniteDifferenceBox
```

Both levels in R(h) belong to the same standing wave. Halving the spacing gives a grid with 2N+1 interior points, and `fdMode_eigenvector` applies there with the same k. For the box, qh = kπ/(N+1), so the relative error of the extrapolated energy is at most (kπ/(N+1))⁴/1080.

For a single particle in a one-dimensional box with no potential inside, this gives an explicit accuracy estimate for extrapolating grid energies in a simulation. Other potentials and rounding errors are not treated. The continuum energy q² enters as a number; the differential operator itself is not formalised.

```lean
#print axioms FiniteDifferenceBox.fdMode_eigenvector
#print axioms FiniteDifferenceBox.fdLevel_even
#print axioms FiniteDifferenceBox.fdLevel_error
#print axioms FiniteDifferenceBox.richardson_error
```

```
'FiniteDifferenceBox.fdMode_eigenvector' depends on axioms: [propext, Classical.choice, Quot.sound]
'FiniteDifferenceBox.fdLevel_even' depends on axioms: [propext, Classical.choice, Quot.sound]
'FiniteDifferenceBox.fdLevel_error' depends on axioms: [propext, Classical.choice, Quot.sound]
'FiniteDifferenceBox.richardson_error' depends on axioms: [propext, Classical.choice, Quot.sound]
```
